# The product of two Cartesian Gaussians as a finite sum of Cartesian Gaussians about one centre

A Cartesian Gaussian, the usual basis function of molecular calculations, is a product of coordinate powers about a centre times a Gaussian in the distance from it. The theorem `gaussian_product` says that, at every point, the product of two of them with real exponents α, β and centres A, B equals exp(−αβ|A−B|²/(α+β)) times a finite linear combination of Cartesian Gaussians with exponent α+β, all centred at (αA+βB)/(α+β). It assumes finitely many coordinates and α+β ≠ 0; the functions are unnormalised, so normalised ones would bring in their two normalisation constants as a further factor. The attempt merges the exponentials by completing the square (`hexp`), re-expands the powers about the new centre (`hpoly`), and then means to compare the two sums term by term.

The failing Lean file:

```lean
import Mathlib

open Polynomial MeasureTheory

namespace GaussianProduct

noncomputable section

/-- The coefficient `f_k`: the sum of `C(i,s) C(j,t) a^(i-s) b^(j-t)` over
`s ≤ i`, `t ≤ j` with `s + t = k`. -/
def prodCoeff {R : Type*} [CommRing R] (i j : ℕ) (a b : R) (k : ℕ) : R :=
  ∑ s ∈ Finset.range (i + 1), ∑ t ∈ Finset.range (j + 1),
    if s + t = k then (i.choose s : R) * (j.choose t : R) * a ^ (i - s) * b ^ (j - t) else 0

/-- The centre of the product of two Gaussians with exponents `α`, `β` and centres `a`, `b`,
in one coordinate; the domain is `α + β ≠ 0`. -/
def center (α β a b : ℝ) : ℝ := (α * a + β * b) / (α + β)

/-- The unnormalised Cartesian Gaussian with exponent `α`, centre `A` and powers `l`,
in a space whose coordinates are labelled by `ι`. -/
def cartGaussian {ι : Type*} [Fintype ι] (α : ℝ) (A : ι → ℝ) (l : ι → ℕ) (r : ι → ℝ) : ℝ :=
  (∏ d, (r d - A d) ^ l d) * Real.exp (-α * ∑ d, (r d - A d) ^ 2)

/-- The product of two shifted powers of `y`, collected in powers of `y`. -/
theorem add_pow_mul_add_pow {R : Type*} [CommRing R] (i j : ℕ) (y a b : R) :
    (y + a) ^ i * (y + b) ^ j =
      ∑ k ∈ Finset.range (i + j + 1), prodCoeff i j a b k * y ^ k := by
  rw [add_pow, add_pow, Finset.sum_mul_sum]
  simp only [prodCoeff, Finset.sum_mul]
  symm
  -- carry out the sum over the total power `k` first
  refine Finset.sum_comm.trans (Finset.sum_congr rfl fun s hs =>
    Finset.sum_comm.trans (Finset.sum_congr rfl fun t ht => ?_))
  rw [Finset.mem_range] at hs ht
  rw [Finset.sum_eq_single (s + t)]
  · rw [if_pos rfl, pow_add]
    ring
  · intro k _ hk
    rw [if_neg (Ne.symm hk), zero_mul]
  · intro h
    exact absurd (Finset.mem_range.2 (by omega)) h

/-- The polynomial prefactors of two Gaussians centred at `A` and `B`, re-expanded about
an arbitrary point `P`. -/
theorem prefactor_expansion {R : Type*} [CommRing R] (i j : ℕ) (x A B P : R) :
    (x - A) ^ i * (x - B) ^ j =
      ∑ k ∈ Finset.range (i + j + 1), prodCoeff i j (P - A) (P - B) k * (x - P) ^ k := by
  rw [← add_pow_mul_add_pow, sub_add_sub_cancel, sub_add_sub_cancel]

/-- Completing the square in one coordinate, for exponents with `α + β ≠ 0`. -/
theorem complete_square {α β : ℝ} (h : α + β ≠ 0) (x a b : ℝ) :
    α * (x - a) ^ 2 + β * (x - b) ^ 2 =
      α * β / (α + β) * (a - b) ^ 2 + (α + β) * (x - center α β a b) ^ 2 := by
  unfold center
  field_simp
  ring

/-- Gaussian product theorem: if `α + β ≠ 0`, the product of two Cartesian Gaussians is a
finite linear combination of Cartesian Gaussians with exponent `α + β` at one common centre. -/
theorem gaussian_product {ι : Type*} [Fintype ι] [DecidableEq ι] {α β : ℝ}
    (h : α + β ≠ 0) (A B : ι → ℝ) (l m : ι → ℕ) (r : ι → ℝ) :
    cartGaussian α A l r * cartGaussian β B m r =
      Real.exp (-(α * β / (α + β)) * ∑ d, (A d - B d) ^ 2) *
        ∑ k ∈ Fintype.piFinset (fun d => Finset.range (l d + m d + 1)),
          (∏ d, prodCoeff (l d) (m d) (center α β (A d) (B d) - A d)
            (center α β (A d) (B d) - B d) (k d)) *
          cartGaussian (α + β) (fun d => center α β (A d) (B d)) k r := by
  -- the exponentials merge by completing the square in each coordinate
  have hexp : Real.exp (-α * ∑ d, (r d - A d) ^ 2) * Real.exp (-β * ∑ d, (r d - B d) ^ 2) =
      Real.exp (-(α * β / (α + β)) * ∑ d, (A d - B d) ^ 2) *
        Real.exp (-(α + β) * ∑ d, (r d - center α β (A d) (B d)) ^ 2) := by
    have hs : α * ∑ d, (r d - A d) ^ 2 + β * ∑ d, (r d - B d) ^ 2 =
        α * β / (α + β) * ∑ d, (A d - B d) ^ 2 +
          (α + β) * ∑ d, (r d - center α β (A d) (B d)) ^ 2 := by
      simp only [Finset.mul_sum, ← Finset.sum_add_distrib]
      exact Finset.sum_congr rfl fun d _ => complete_square h _ _ _
    rw [← Real.exp_add, ← Real.exp_add]
    congr 1
    linear_combination -hs
  -- the prefactors are re-expanded coordinate by coordinate
  have hpoly : (∏ d, (r d - A d) ^ l d) * (∏ d, (r d - B d) ^ m d) =
      ∑ k ∈ Fintype.piFinset (fun d => Finset.range (l d + m d + 1)),
        (∏ d, prodCoeff (l d) (m d) (center α β (A d) (B d) - A d)
          (center α β (A d) (B d) - B d) (k d)) *
        ∏ d, (r d - center α β (A d) (B d)) ^ k d := by
    rw [← Finset.prod_mul_distrib, Finset.prod_congr rfl (fun d _ =>
      prefactor_expansion (l d) (m d) (r d) (A d) (B d) (center α β (A d) (B d))),
      Finset.prod_univ_sum]
    exact Finset.sum_congr rfl fun k _ => Finset.prod_mul_distrib
  unfold cartGaussian
  rw [mul_mul_mul_comm, hpoly, hexp, Finset.sum_mul, Finset.mul_sum]
  refine Finset.sum_congr rfl fun k _ => ?_
  ring

end

end GaussianProduct
```

Compiling this gives:

```
Main.lean:92:9: error: typeclass instance problem is stuck
  AddCommMonoid ?m.657

Note: Lean will not try to resolve this typeclass instance problem because the type argument to `AddCommMonoid` is a metavariable. This argument must be fully determined before Lean will try to resolve the typeclass.

Hint: Adding type annotations and supplying implicit arguments to functions can give Lean more information for typeclass resolution. For example, if you have a variable `x` that you intend to be a `Nat`, but Lean reports it as having an unresolved type like `?m`, replacing `x` with `(x : Nat)` can get typeclass resolution un-stuck.
```

Diagnosis. The error falls on `Finset.sum_congr`, which proves an equation between two sums. Lean reports that it cannot look for an `AddCommMonoid` instance, because the type of the summands is still unknown. That type should have come from the goal, but the goal's right side is not yet a sum.

The reason is the rewrite just before. `Finset.mul_sum` was meant to carry the exponential prefactor on the right into the sum over `k`. Given no arguments, it takes the first product of a factor and a sum that it meets, and this lies on the left, inside an exponent: `-(α * β / (α + β)) * ∑ d, (A d - B d) ^ 2`. The rewrite succeeds there and leaves the right side an exponential times a sum, which `Finset.sum_congr` cannot match.

The repair names the index set through `s`. The sums in the exponents run over coordinates, not over this set of power assignments, so they no longer match, and the rewrite reaches the intended sum. Both sides are then sums over the same set. The line break is mere tidying.

Lean accepts the file once it reads:

```diff
@@ -89,5 +89,6 @@
     exact Finset.sum_congr rfl fun k _ => Finset.prod_mul_distrib
   unfold cartGaussian
-  rw [mul_mul_mul_comm, hpoly, hexp, Finset.sum_mul, Finset.mul_sum]
+  rw [mul_mul_mul_comm, hpoly, hexp, Finset.sum_mul,
+    Finset.mul_sum (s := Fintype.piFinset (fun d : ι => Finset.range (l d + m d + 1)))]
   refine Finset.sum_congr rfl fun k _ => ?_
   ring
```
